# The free thermal propagator of two identical same-spin fermions has the sign of ⟨r₀ − r₁, s₀ − s₁⟩

## Two fermions in imaginary time

Two identical fermions with the same spin state start at positions s₀ and s₁ and propagate in imaginary time to positions r₀ and r₁. They can get there in two ways. In the direct pairing, s₀ is connected to r₀ and s₁ to r₁. In the exchanged pairing, s₀ is connected to r₁ and s₁ to r₀. Antisymmetry gives the exchanged contribution a minus sign, so the total can be positive, negative or zero.

In a path-integral simulation of fermions, these signs lead to cancellation between sampled contributions. Restricted path-integral methods avoid it by keeping only the paths along which a chosen trial density matrix stays positive. This is exact if the zeros of the trial density matrix, its nodes, are those of the true one, and in general it is an approximation otherwise. For two non-interacting particles in free space, the nodes can be found exactly.

For a free particle of mass m at temperature T, the thermal propagator from s to r is a positive normalisation constant times

K(r, s) = exp(−c‖r − s‖²), with c = m k_B T / (2ħ²).

The constant c is therefore positive, and it sets the length over which a particle spreads: the lower the temperature, the smaller c and the wider the Gaussian. From here on, r and s without an index stand for the pairs (r₀, r₁) and (s₀, s₁) when they are arguments of the two-fermion propagator F. This propagator is the determinant of the one-particle propagators:

F(r, s) = K(r₀, s₀) K(r₁, s₁) − K(r₀, s₁) K(r₁, s₀).

Restoring the normalisation of K, or the factor 1/2 used in some conventions for the antisymmetrised density matrix, multiplies F by a positive number. Neither the sign nor the zeros change.

## The sign rule and its Lean form

For c > 0, the sign of F(r, s) is the sign of the inner product of the two relative vectors,

q = ⟨r₀ − r₁, s₀ − s₁⟩,

and F(r, s) = 0 exactly when q = 0. If both relative vectors are nonzero, the propagator is positive when the angle between them is less than a right angle, negative when it is greater than a right angle, and zero when they are perpendicular. If either vector is zero, two positions coincide and the propagator vanishes, as the Pauli principle requires.

The constant c doesn't appear in q. Temperature changes the size of the propagator, but for this free pair it doesn't move the node.

In Lean, the particles live in `E`, an arbitrary real inner product space. This includes ℝᵈ with its Euclidean inner product for every d. A pair of positions is a function `Fin 2 → E`, so `r 0` and `r 1` are r₀ and r₁. The function `freeKernel c r s` is K without its normalisation, and `fermionPropagator c r s` is the determinant of the 2 by 2 matrix whose entry in row i and column j is `freeKernel c (r i) (s j)`. Final positions label the rows and initial positions label the columns.

The main theorem, `fermionPropagator_sign_and_node`, assumes `0 < c` and nothing about the positions. Its first half equates two values of `SignType.sign`, which takes the values −1, 0 and 1. Its second half is the equivalence between a vanishing propagator and a vanishing inner product.

The Gaussian kernel is taken as a definition and is not derived from a Hamiltonian. The model has two particles, no interaction, no external potential and no periodic boundary conditions. In a periodic box the kernel would be a sum over images, and the factorisation below would not apply to it as it stands.

## From four distances to a hyperbolic sine

Let D be the sum of squared distances in the direct pairing and X the corresponding sum in the exchanged pairing:

D = ‖r₀ − s₀‖² + ‖r₁ − s₁‖²

X = ‖r₀ − s₁‖² + ‖r₁ − s₀‖²

Each squared distance expands as

‖rᵢ − sⱼ‖² = ‖rᵢ‖² − 2⟨rᵢ, sⱼ⟩ + ‖sⱼ‖².

Both D and X contain each of ‖r₀‖², ‖r₁‖², ‖s₀‖² and ‖s₁‖² once, so these terms cancel in the difference:

X − D = 2(⟨r₀, s₀⟩ + ⟨r₁, s₁⟩ − ⟨r₀, s₁⟩ − ⟨r₁, s₀⟩)

X − D = 2⟨r₀ − r₁, s₀ − s₁⟩ = 2q.

Now let S = D + X be the sum of all four squared distances. Then

D = S/2 − q and X = S/2 + q.

Products of exponentials add their exponents, so the determinant becomes

F = exp(−cD) − exp(−cX)

F = exp(−cS/2) · (exp(cq) − exp(−cq))

F = 2 exp(−cS/2) sinh(cq).

The factor 2 exp(−cS/2) is positive. The hyperbolic sine has the sign of its argument and vanishes only at zero. Since c > 0, the argument cq has the sign of q, which proves both parts of the rule.

## The shape of the node

Exchanging the two final positions replaces r₀ − r₁ by its negative. This reverses the sign of q and hence of F. The same antisymmetry follows directly from the determinant, because the exchange swaps its two rows.

With the initial positions s fixed, q is linear in the final configuration r = (r₀, r₁). Take two configurations r and r′ with positive propagator, and weights a, b ≥ 0 with a + b = 1. Then

q(a r + b r′) = a q(r) + b q(r′).

Both q(r) and q(r′) are positive and at least one weight is positive, so the right-hand side is positive. The region of positive propagator is therefore convex: the straight segment between two of its configurations never leaves it. If s₀ = s₁, the region is empty and the statement is trivially true.

On a line, the inner product is ordinary multiplication:

q = (r₀ − r₁)(s₀ − s₁).

If s₀ ≠ s₁, this vanishes only for r₀ = r₁. The node then consists of the coincidences alone.

In the plane there are other zeros. Write the initial relative vector as

u = s₀ − s₁ = (u₀, u₁), with u ≠ 0,

and turn it through a right angle to get

w = (−u₁, u₀).

Then ⟨w, u⟩ = −u₁u₀ + u₀u₁ = 0. Put r₁ at any point x and r₀ at x + w. The final positions are distinct because w ≠ 0, yet the propagator vanishes. Two particles in the plane that start at s₀ and s₁ can trade places continuously without meeting, but their relative vector then goes from u to −u, and by continuity q passes through zero on the way.

## The complete Lean file

```lean
import Mathlib

open scoped InnerProductSpace

namespace FiniteTemperatureNodes

noncomputable section

variable {E : Type*} [NormedAddCommGroup E] [InnerProductSpace ℝ E]

/-- The free one-particle thermal propagator from `s` to `r`, without its positive
normalisation; `c` is proportional to mass times temperature. -/
def freeKernel (c : ℝ) (r s : E) : ℝ := Real.exp (-c * ‖r - s‖ ^ 2)

/-- The free propagator of two identical fermions from the positions `s 0, s 1` to the
positions `r 0, r 1`: the determinant of the one-particle propagators. -/
def fermionPropagator (c : ℝ) (r s : Fin 2 → E) : ℝ :=
  Matrix.det (Matrix.of fun i j => freeKernel c (r i) (s j))

/-- The squared distances of the exchanged pairing exceed those of the direct pairing by
twice the inner product of the relative vectors. -/
theorem exchange_distance (r s : Fin 2 → E) :
    (‖r 0 - s 1‖ ^ 2 + ‖r 1 - s 0‖ ^ 2) - (‖r 0 - s 0‖ ^ 2 + ‖r 1 - s 1‖ ^ 2)
      = 2 * ⟪r 0 - r 1, s 0 - s 1⟫_ℝ := by
  simp only [norm_sub_sq_real, inner_sub_left, inner_sub_right]
  ring

/-- The two-fermion propagator is a Gaussian in all four distances times the hyperbolic sine
of `c` times the inner product of the relative vectors. -/
theorem fermionPropagator_eq_sinh (c : ℝ) (r s : Fin 2 → E) :
    fermionPropagator c r s
      = 2 * Real.exp (-(c / 2) * ∑ i, ∑ j, ‖r i - s j‖ ^ 2)
          * Real.sinh (c * ⟪r 0 - r 1, s 0 - s 1⟫_ℝ) := by
  have h := exchange_distance r s
  simp only [fermionPropagator, Matrix.det_fin_two, Matrix.of_apply, freeKernel,
    Fin.sum_univ_two, Real.sinh_eq]
  -- the direct term carries half of the exchange distance with a plus sign
  have h1 : Real.exp (-c * ‖r 0 - s 0‖ ^ 2) * Real.exp (-c * ‖r 1 - s 1‖ ^ 2)
      = Real.exp (-(c / 2) * (‖r 0 - s 0‖ ^ 2 + ‖r 0 - s 1‖ ^ 2
          + (‖r 1 - s 0‖ ^ 2 + ‖r 1 - s 1‖ ^ 2)))
        * Real.exp (c * ⟪r 0 - r 1, s 0 - s 1⟫_ℝ) := by
    rw [← Real.exp_add, ← Real.exp_add]
    congr 1
    linear_combination (c / 2) * h
  -- the exchange term carries it with a minus sign
  have h2 : Real.exp (-c * ‖r 0 - s 1‖ ^ 2) * Real.exp (-c * ‖r 1 - s 0‖ ^ 2)
      = Real.exp (-(c / 2) * (‖r 0 - s 0‖ ^ 2 + ‖r 0 - s 1‖ ^ 2
          + (‖r 1 - s 0‖ ^ 2 + ‖r 1 - s 1‖ ^ 2)))
        * Real.exp (-(c * ⟪r 0 - r 1, s 0 - s 1⟫_ℝ)) := by
    rw [← Real.exp_add, ← Real.exp_add]
    congr 1
    linear_combination (-(c / 2)) * h
  rw [h1, h2]
  ring

omit [InnerProductSpace ℝ E] in
/-- Exchanging the two final positions reverses the sign of the propagator. -/
theorem fermionPropagator_swap (c : ℝ) (r s : Fin 2 → E) :
    fermionPropagator c ![r 1, r 0] s = -fermionPropagator c r s := by
  simp only [fermionPropagator, Matrix.det_fin_two, Matrix.of_apply,
    Matrix.cons_val_zero, Matrix.cons_val_one]
  ring

/-- The two-fermion free propagator has the sign of the inner product of the final and initial
relative vectors, and it vanishes exactly when these vectors are orthogonal. -/
theorem fermionPropagator_sign_and_node {c : ℝ} (hc : 0 < c) (r s : Fin 2 → E) :
    SignType.sign (fermionPropagator c r s) = SignType.sign ⟪r 0 - r 1, s 0 - s 1⟫_ℝ ∧
      (fermionPropagator c r s = 0 ↔ ⟪r 0 - r 1, s 0 - s 1⟫_ℝ = 0) := by
  have hsign : SignType.sign (fermionPropagator c r s)
      = SignType.sign ⟪r 0 - r 1, s 0 - s 1⟫_ℝ := by
    have hp : 0 < 2 * Real.exp (-(c / 2) * ∑ i, ∑ j, ‖r i - s j‖ ^ 2) := by positivity
    -- the Gaussian factor is positive, so only the hyperbolic sine matters
    rw [fermionPropagator_eq_sinh, sign_mul, sign_pos hp, one_mul]
    rcases lt_trichotomy ⟪r 0 - r 1, s 0 - s 1⟫_ℝ 0 with h | h | h
    · rw [sign_neg h, sign_neg (Real.sinh_neg_iff.2 (mul_neg_of_pos_of_neg hc h))]
    · rw [h, mul_zero, Real.sinh_zero]
    · rw [sign_pos h, sign_pos (Real.sinh_pos_iff.2 (mul_pos hc h))]
  refine ⟨hsign, ?_⟩
  rw [← sign_eq_zero_iff, hsign, sign_eq_zero_iff]

/-- For fixed initial positions, the final configurations with positive propagator form a
convex region of the two-particle configuration space. -/
theorem convex_positive_region {c : ℝ} (hc : 0 < c) (s : Fin 2 → E) :
    Convex ℝ {r : Fin 2 → E | 0 < fermionPropagator c r s} := by
  have pos_iff : ∀ r : Fin 2 → E,
      0 < fermionPropagator c r s ↔ 0 < ⟪r 0 - r 1, s 0 - s 1⟫_ℝ := by
    intro r
    rw [← sign_eq_one_iff, (fermionPropagator_sign_and_node hc r s).1, sign_eq_one_iff]
  intro r hr r' hr' a b ha hb hab
  have h1 := (pos_iff r).1 hr
  have h2 := (pos_iff r').1 hr'
  -- the inner product with the fixed relative vector is linear in the configuration
  have key : ⟪(a • r + b • r') 0 - (a • r + b • r') 1, s 0 - s 1⟫_ℝ
      = a * ⟪r 0 - r 1, s 0 - s 1⟫_ℝ + b * ⟪r' 0 - r' 1, s 0 - s 1⟫_ℝ := by
    simp only [Pi.add_apply, Pi.smul_apply, inner_sub_left, inner_add_left,
      real_inner_smul_left]
    ring
  refine (pos_iff _).2 ?_
  rw [key]
  rcases ha.eq_or_lt with h | h
  · have hb1 : b = 1 := by linarith
    rw [← h, hb1]
    linarith
  · have h3 := mul_pos h h1
    have h4 := mul_nonneg hb h2.le
    linarith

/-- On a line, with distinct initial positions, the propagator vanishes exactly when the two
final positions coincide. -/
theorem node_on_line {c : ℝ} (hc : 0 < c) (r s : Fin 2 → ℝ) (hs : s 0 ≠ s 1) :
    fermionPropagator c r s = 0 ↔ r 0 = r 1 := by
  have h : ⟪r 0 - r 1, s 0 - s 1⟫_ℝ = (r 0 - r 1) * (s 0 - s 1) := by
    simp only [RCLike.inner_apply, conj_trivial]
    ring
  rw [(fermionPropagator_sign_and_node hc r s).2, h, mul_eq_zero, sub_eq_zero, sub_eq_zero]
  exact or_iff_left hs

/-- In the plane, with distinct initial positions, displacing one particle from the other by
the initial relative vector turned through a right angle gives distinct final positions at
which the propagator vanishes. -/
theorem node_without_coincidence_in_plane (c : ℝ) (s : Fin 2 → EuclideanSpace ℝ (Fin 2))
    (hs : s 0 ≠ s 1) (x : EuclideanSpace ℝ (Fin 2)) :
    x + !₂[s 1 1 - s 0 1, s 0 0 - s 1 0] ≠ x ∧
      fermionPropagator c ![x + !₂[s 1 1 - s 0 1, s 0 0 - s 1 0], x] s = 0 := by
  constructor
  · intro h
    have h0 := congrArg (fun v : EuclideanSpace ℝ (Fin 2) => v 0) h
    have h1 := congrArg (fun v : EuclideanSpace ℝ (Fin 2) => v 1) h
    simp at h0 h1
    apply hs
    ext i
    fin_cases i
    · show s 0 0 = s 1 0
      linarith
    · show s 0 1 = s 1 1
      linarith
  · -- the rotated vector is orthogonal to the initial relative vector
    have hin : ⟪(!₂[s 1 1 - s 0 1, s 0 0 - s 1 0] : EuclideanSpace ℝ (Fin 2)),
        s 0 - s 1⟫_ℝ = 0 := by
      simp only [PiLp.inner_apply, Fin.sum_univ_two, RCLike.inner_apply, conj_trivial,
        PiLp.sub_apply, Matrix.cons_val_zero, Matrix.cons_val_one]
      ring
    rw [fermionPropagator_eq_sinh]
    simp only [Matrix.cons_val_zero, Matrix.cons_val_one, add_sub_cancel_left]
    rw [hin, mul_zero, Real.sinh_zero, mul_zero]

end

end FiniteTemperatureNodes
```

```lean
#print axioms FiniteTemperatureNodes.fermionPropagator_sign_and_node
#print axioms FiniteTemperatureNodes.convex_positive_region
#print axioms FiniteTemperatureNodes.node_on_line
#print axioms FiniteTemperatureNodes.node_without_coincidence_in_plane
```

```
'FiniteTemperatureNodes.fermionPropagator_sign_and_node' depends on axioms: [propext, Classical.choice, Quot.sound]
'FiniteTemperatureNodes.convex_positive_region' depends on axioms: [propext, Classical.choice, Quot.sound]
'FiniteTemperatureNodes.node_on_line' depends on axioms: [propext, Classical.choice, Quot.sound]
'FiniteTemperatureNodes.node_without_coincidence_in_plane' depends on axioms: [propext, Classical.choice, Quot.sound]
```

## How the Lean proof follows the calculation

**The distance identity.** `exchange_distance` is the equation X − D = 2q. The lemma `norm_sub_sq_real` expands each squared distance, while `inner_sub_left` and `inner_sub_right` expand the inner product of the two differences. What remains is an identity between real numbers, and `ring` closes it.

**The factorisation.** `fermionPropagator_eq_sinh` is the equation F = 2 exp(−cS/2) sinh(cq), with S written as a double sum over `i` and `j`. It holds for every real `c`. The first simplification writes the determinant as direct product minus exchanged product, and the hyperbolic sine as half a difference of exponentials.

The intermediate results `h1` and `h2` treat the two products separately. The first says that exp(−cD) equals exp(−cS/2) exp(cq), and the second says that exp(−cX) equals exp(−cS/2) exp(−cq). In each case, `Real.exp_add` merges the exponentials on either side into one, and `congr 1` leaves an equation between exponents. That equation is the distance identity multiplied by c/2 or by −c/2, which is what the two `linear_combination` calls supply. After both products have been rewritten, `ring` collects the terms.

**Antisymmetry.** `fermionPropagator_swap` describes the exchanged final configuration as `![r 1, r 0]`. It expands both determinants and compares them. The `omit` line records that this argument needs distances but no inner product.

**The sign and the node.** In `fermionPropagator_sign_and_node`, `hp` states that the Gaussian prefactor is positive. The sign of a product is the product of the signs, so the prefactor contributes 1 and only the hyperbolic sine is left. The proof then separates the cases q < 0, q = 0 and q > 0 with `lt_trichotomy`. The assumption `hc` enters in the first and third cases, where it ensures that cq has the same sign as q. The node condition follows from the equality of signs, since a real number is zero exactly when its sign is zero.

**Convexity.** `convex_positive_region` first turns the sign theorem into `pos_iff`: the propagator is positive exactly when q is positive. The equation `key` is the linearity of q in the final configuration. The last step distinguishes a = 0 from a > 0. In the first case b = 1, and the positivity of q(r′) suffices. In the second, a q(r) is strictly positive and b q(r′) is nonnegative, so their sum is positive.

**The line.** `node_on_line` takes `E` to be ℝ and rewrites the inner product as a product of differences. A product is zero exactly when one of its factors is zero, and the hypothesis `hs`, which says that the initial positions differ, rules out the second factor.

**The plane.** In `node_without_coincidence_in_plane`, both particles and coordinates are numbered by 0 and 1. In `s 1 0`, the first index selects particle 1 and the second selects its coordinate 0. The vector `!₂[s 1 1 - s 0 1, s 0 0 - s 1 0]` is therefore w = (−u₁, u₀).

The theorem has two parts. For distinctness, the proof supposes that x + w = x and compares coordinates. Both coordinates of w would have to vanish, which would make `s 0` and `s 1` equal, contrary to `hs`. For the zero of the propagator, `hin` computes ⟨w, u⟩ = 0 in coordinates, and the factorisation then gives a factor sinh(0) = 0. Because this uses the factorisation and not the sign theorem, no assumption on the sign of `c` is needed.
